# For a Hermitian matrix X and an orthogonal projector P, P exp(isX) P preserves retained norms for all real s exactly when P commutes with X

When a molecule coupled to light is reduced to a few levels, its gauge transformation can be reduced too, for example by projecting the full exponential, $Pe^{isX}P$, or by exponentiating the projected coordinate, $e^{isPXP}$. Here $X$ is the dipole or position coordinate, $P$ projects on the retained levels, and $s$ is the amplitude of the vector potential, with the constants that make $sX$ dimensionless absorbed. The second map always preserves the norms of retained states; the theorem concerns the first.

The dipole self-energy, proportional to $X^2$, offers a similar choice between $PX^2P$ and $(PXP)^2$. Their difference is the defect
$$D=PX^2P-(PXP)^2 .$$
For few-level models in cavity quantum electrodynamics, with $X$ a finite matrix and $s$ a real number instead of a photon operator, the result says that the two self-energies agree exactly when the projected gauge map loses no norm at any $s$.

In Lean, operators are complex matrices over a finite index type `n`. With $Q=1-P$, `compress A P` is $PAP$ and `leakage A P` is $QAP$. `PreservesNorm` compares squared norms for every $v$ with $Pv=v$, normalised or not.

```lean
import Mathlib

open Matrix NormedSpace
open scoped ComplexOrder

namespace TruncatedGauge

noncomputable section

variable {n : Type*} [Fintype n] [DecidableEq n] {X P : Matrix n n ℂ}

/-- The truncation `P A P` of an operator `A` to the levels retained by `P`. -/
def compress (A P : Matrix n n ℂ) : Matrix n n ℂ := P * A * P

/-- The part `(1 - P) A P` of an operator `A` that leads out of the retained levels. -/
def leakage (A P : Matrix n n ℂ) : Matrix n n ℂ := (1 - P) * A * P

/-- The truncated square of the coordinate minus the square of the truncated coordinate,
`P X² P - (P X P)²`. -/
def selfEnergyDefect (X P : Matrix n n ℂ) : Matrix n n ℂ :=
  compress (X ^ 2) P - compress X P ^ 2

/-- The gauge transformation `exp(i s X)` of the full, untruncated model. -/
def gaugePhase (X : Matrix n n ℂ) (s : ℝ) : Matrix n n ℂ :=
  exp (((s : ℂ) * Complex.I) • X)

/-- The projected gauge map `P exp(i s X) P` keeps the squared norm of every vector `v` with
`P v = v`, at the given value of `s`. -/
def PreservesNorm (X P : Matrix n n ℂ) (s : ℝ) : Prop :=
  ∀ v : n → ℂ, P *ᵥ v = v →
    star (compress (gaugePhase X s) P *ᵥ v) ⬝ᵥ (compress (gaugePhase X s) P *ᵥ v)
      = star v ⬝ᵥ v
```

The step from this finite matrix to a molecule's unbounded coordinate on an infinite-dimensional space is left open.

## The projector on the retained levels is orthogonal

The hypotheses `hP` and `hPP` say $P^\dagger=P$ and $P^2=P$: retained and discarded states are orthogonal, and projecting twice changes nothing. Hence $Q^\dagger=Q$ and $Q^2=Q$, so for any $A$
$$(QAP)^\dagger QAP=PA^\dagger QAP=PA^\dagger AP-PA^\dagger PAP=PA^\dagger AP-(PAP)^\dagger(PAP).$$
The last step inserts $P=P^2$. The `calc` block follows this chain, with `hQ` supplying $Q^2=Q$.

```lean
/-- For an orthogonal projector `P` and any operator `A`, the leakage accounts for the
difference between truncating `Aᴴ A` and multiplying the truncated factors. -/
theorem leakage_gram (hP : P.IsHermitian) (hPP : P * P = P) (A : Matrix n n ℂ) :
    (leakage A P)ᴴ * leakage A P
      = compress (Aᴴ * A) P - (compress A P)ᴴ * compress A P := by
  have hQ : (1 - P) * (1 - P) = 1 - P := by
    linear_combination (norm := noncomm_ring) hPP
  simp only [leakage, compress, conjTranspose_mul, conjTranspose_sub, conjTranspose_one,
    hP.eq]
  calc P * (Aᴴ * (1 - P)) * ((1 - P) * A * P)
      = P * Aᴴ * ((1 - P) * (1 - P)) * A * P := by simp only [mul_assoc]
    _ = P * Aᴴ * (1 - P) * A * P := by rw [hQ]
    _ = P * (Aᴴ * A) * P - P * Aᴴ * P * A * P := by noncomm_ring
    _ = P * (Aᴴ * A) * P - P * Aᴴ * (P * P) * A * P := by rw [hPP]
    _ = P * (Aᴴ * A) * P - P * (Aᴴ * P) * (P * A * P) := by simp only [mul_assoc]
```

Without $P^\dagger=P$, take $P=\begin{pmatrix}1&1\\0&0\end{pmatrix}$ and $X=\mathrm{diag}(0,1)$. Then $XP=0$, so $D=0$, but $PX\neq0$: a vanishing defect no longer implies commutation. Without $P^2=P$, the $1\times1$ matrices $P=2$, $X=1$ commute, yet $D=4-16=-12$.

## The coordinate is Hermitian

The hypothesis `hX` says that $X$ is an observable. It enters the derivation three times.

First, setting $A=X$ above and using $X^\dagger=X$ and $(PXP)^\dagger=PXP$ gives $D=(QXP)^\dagger QXP$. A matrix of this form is positive semidefinite.

```lean
/-- For Hermitian `X` and an orthogonal projector `P`, the self-energy defect is the
leakage of `X` multiplied from the left by its adjoint. -/
theorem selfEnergyDefect_eq (hX : X.IsHermitian) (hP : P.IsHermitian) (hPP : P * P = P) :
    selfEnergyDefect X P = (leakage X P)ᴴ * leakage X P := by
  have hc : (compress X P)ᴴ = compress X P := by
    simp only [compress, conjTranspose_mul, hP.eq, hX.eq, mul_assoc]
  rw [leakage_gram hP hPP, hc, hX.eq, selfEnergyDefect, pow_two, pow_two]

/-- For Hermitian `X` and an orthogonal projector `P`, the self-energy defect is positive
semidefinite. -/
theorem selfEnergyDefect_posSemidef (hX : X.IsHermitian) (hP : P.IsHermitian)
    (hPP : P * P = P) : (selfEnergyDefect X P).PosSemidef := by
  rw [selfEnergyDefect_eq hX hP hPP]
  exact posSemidef_conjTranspose_mul_self _
```

Second, it links leakage to commutation. If $P$ commutes with an operator $A$, Hermitian or not, then $QAP=AP-PAP=AP-AP^2=0$; this direction needs only $P^2=P$. Conversely, $QXP=0$ means $XP=PXP$, whose adjoint is $PX=PXP$, so $PX=XP$. Lean takes the adjoint with `congrArg conjTranspose`.

```lean
/-- An operator that commutes with the projector `P` does not lead out of the retained
levels. -/
theorem leakage_eq_zero_of_commute {A : Matrix n n ℂ} (hPP : P * P = P)
    (h : Commute P A) : leakage A P = 0 := by
  calc (1 - P) * A * P = A * P - P * A * P := by noncomm_ring
    _ = 0 := by rw [h.eq, mul_assoc, hPP, sub_self]

/-- A Hermitian `X` that does not lead out of the levels retained by the orthogonal
projector `P` commutes with `P`. -/
theorem commute_of_leakage_eq_zero (hX : X.IsHermitian) (hP : P.IsHermitian)
    (h : leakage X P = 0) : Commute P X := by
  unfold leakage at h
  have h1 : X * P = P * X * P := by linear_combination (norm := noncomm_ring) h
  -- the adjoint of `X P = P X P` is `P X = P X P`
  have h2 := congrArg conjTranspose h1
  simp only [conjTranspose_mul, hP.eq, hX.eq] at h2
  exact h2.trans ((mul_assoc _ _ _).symm.trans h1.symm)
```

Third, it makes $U=e^{isX}$ unitary, since $(isX)^\dagger=-isX$. Setting $A=U$ in the first identity gives $(PUP)^\dagger PUP+(QUP)^\dagger QUP=P$, and therefore, for $Pv=v$,
$$\|v\|^2=\|PUPv\|^2+\|QUPv\|^2 .$$
For a unit vector, the retained and leaked probabilities add to one. In the proof, `hU` is unitarity and `hM` turns squared norms into matrix products.

```lean
/-- Norm balance: for Hermitian `X` and an orthogonal projector `P`, the squared norm of a
retained state is that of its image under the projected gauge map plus that of the part
which the full gauge transformation sends out of the retained levels. -/
theorem norm_balance (hX : X.IsHermitian) (hP : P.IsHermitian) (hPP : P * P = P)
    (s : ℝ) {v : n → ℂ} (hv : P *ᵥ v = v) :
    star v ⬝ᵥ v =
      star (compress (gaugePhase X s) P *ᵥ v) ⬝ᵥ (compress (gaugePhase X s) P *ᵥ v)
      + star (leakage (gaugePhase X s) P *ᵥ v) ⬝ᵥ (leakage (gaugePhase X s) P *ᵥ v) := by
  -- the full gauge transformation is unitary
  have hU : (gaugePhase X s)ᴴ * gaugePhase X s = 1 := by
    have hA : (((s : ℂ) * Complex.I) • X)ᴴ = -(((s : ℂ) * Complex.I) • X) := by
      rw [conjTranspose_smul, hX.eq, ← neg_smul]
      congr 1
      simp
    rw [gaugePhase, ← Matrix.exp_conjTranspose, hA,
      ← Matrix.exp_add_of_commute _ _
        (Commute.refl (((s : ℂ) * Complex.I) • X)).neg_left,
      neg_add_cancel, exp_zero]
  have hM : ∀ M : Matrix n n ℂ, star (M *ᵥ v) ⬝ᵥ (M *ᵥ v) = star v ⬝ᵥ ((Mᴴ * M) *ᵥ v) := by
    intro M
    rw [Matrix.star_mulVec, ← Matrix.dotProduct_mulVec, Matrix.mulVec_mulVec]
  have h1 : compress 1 P = P := by rw [compress, mul_one, hPP]
  rw [hM, hM, leakage_gram hP hPP, hU, h1, ← dotProduct_add, ← Matrix.add_mulVec,
    add_sub_cancel, hv]
```

Without `hX`, take $X=\begin{pmatrix}0&1\\0&0\end{pmatrix}$ and $P=\mathrm{diag}(1,0)$. Then $D=0$ and $Pe^{isX}P=P$ for all $s$, but $PX\neq XP$.

## Norms are preserved at every real $s$

The condition on norms ranges over all real $s$. If no norm is lost, the balance gives $Qe^{isX}P=0$ for every $s$, and differentiating at $s=0$ gives $iQXP=0$. Lean equates this derivative with that of the constant zero function through `hd.unique`.

```lean
/-- If `exp(i s X)` never leads out of the retained levels, for any real `s`, then neither
does `X`. -/
theorem leakage_eq_zero_of_gaugePhase (h : ∀ s : ℝ, leakage (gaugePhase X s) P = 0) :
    leakage X P = 0 := by
  have h' : ∀ s : ℝ, (1 - P) * exp (s • (Complex.I • X)) * P = 0 := by
    intro s
    have e : ((s : ℂ) * Complex.I) • X = s • (Complex.I • X) := by
      ext i j
      simp [mul_assoc]
    rw [← e]
    exact h s
  -- differentiate at `s = 0`
  have key : (1 - P) * (exp ((0 : ℝ) • (Complex.I • X)) * (Complex.I • X)) * P = 0 := by
    let _ : NormedRing (Matrix n n ℂ) := Matrix.linftyOpNormedRing
    let _ : NormedAlgebra ℝ (Matrix n n ℂ) := Matrix.linftyOpNormedAlgebra
    have hd := ((hasDerivAt_exp_smul_const (𝕂 := ℝ) (Complex.I • X) (0 : ℝ)).const_mul
      (1 - P)).mul_const P
    exact hd.unique ((hasDerivAt_const (0 : ℝ) (0 : Matrix n n ℂ)).congr_of_eventuallyEq
      (Filter.Eventually.of_forall h'))
  rw [zero_smul, exp_zero, one_mul, Matrix.mul_smul, Matrix.smul_mul] at key
  exact (smul_eq_zero.mp key).resolve_left Complex.I_ne_zero
```

The main theorem, `gauge_consistency`, states that $D=0$, $PX=XP$ and norm preservation for all $s$ are equivalent. Its name is broader than its content: it does not compare the spectra of truncated Hamiltonians.

The proof runs in a cycle. If $D=0$, then $QXP=0$, because a vanishing $M^\dagger M$ forces $M=0$; hence $P$ and $X$ commute. Then $P$ also commutes with $e^{isX}$, so nothing leaks and norms are preserved. Finally, norm preservation applied to $v=Pw$ for arbitrary $w$ gives $Qe^{isX}P=0$, hence $QXP=0$ and $D=0$.

```lean
/-- For Hermitian `X` and an orthogonal projector `P`, the self-energy defect vanishes if and only
if `P` commutes with `X`, and if and only if the projected gauge map preserves norms on the range of
`P` for all real `s`. -/
theorem gauge_consistency (hX : X.IsHermitian) (hP : P.IsHermitian) (hPP : P * P = P) :
    List.TFAE [selfEnergyDefect X P = 0, Commute P X, ∀ s : ℝ, PreservesNorm X P s] := by
  tfae_have 1 → 2 := by
    intro h
    rw [selfEnergyDefect_eq hX hP hPP] at h
    exact commute_of_leakage_eq_zero hX hP (conjTranspose_mul_self_eq_zero.mp h)
  tfae_have 2 → 3 := by
    intro h s v hv
    have hL : leakage (gaugePhase X s) P = 0 :=
      leakage_eq_zero_of_commute hPP (h.smul_right _).exp_right
    have hb := norm_balance hX hP hPP s hv
    rw [hL, Matrix.zero_mulVec, dotProduct_zero, add_zero] at hb
    exact hb.symm
  tfae_have 3 → 1 := by
    intro h
    have hL : leakage X P = 0 := by
      refine leakage_eq_zero_of_gaugePhase fun s => ?_
      -- no norm is lost, so every retained state has zero leaked part
      have hw : ∀ w : n → ℂ, leakage (gaugePhase X s) P *ᵥ w = 0 := by
        intro w
        have hv : P *ᵥ (P *ᵥ w) = P *ᵥ w := by rw [Matrix.mulVec_mulVec, hPP]
        have hb := norm_balance hX hP hPP s hv
        rw [h s _ hv] at hb
        have hz := dotProduct_star_self_eq_zero.mp (left_eq_add.mp hb)
        rwa [Matrix.mulVec_mulVec, leakage, mul_assoc, hPP] at hz
      ext i j
      simpa using congrFun (hw (Pi.single j 1)) i
    rw [selfEnergyDefect_eq hX hP hPP, hL, mul_zero]
  tfae_finish
```

## One level of a two-level system

For $X=\sigma_x$ and $P=\mathrm{diag}(1,0)$, all three hypotheses are satisfied and $D=P$, since $\sigma_x^2=1$ and $P\sigma_xP=0$. Lean checks the entries one by one.

```lean
/-- The coordinate of a two-level system with a purely off-diagonal dipole, `σx`. -/
def sigmaX : Matrix (Fin 2) (Fin 2) ℂ := !![0, 1; 1, 0]

/-- The projector on the first of two levels. -/
def lowerLevel : Matrix (Fin 2) (Fin 2) ℂ := !![1, 0; 0, 0]

/-- `σx` is Hermitian, the projector on the first level is an orthogonal projector, and
their self-energy defect is that projector. -/
theorem gauge_consistency_witness :
    sigmaX.IsHermitian ∧ lowerLevel.IsHermitian ∧ lowerLevel * lowerLevel = lowerLevel ∧
      selfEnergyDefect sigmaX lowerLevel = lowerLevel := by
  refine ⟨?_, ?_, ?_, ?_⟩
  · ext i j
    fin_cases i <;> fin_cases j <;> simp [sigmaX]
  · ext i j
    fin_cases i <;> fin_cases j <;> simp [lowerLevel]
  · ext i j
    fin_cases i <;> fin_cases j <;> simp [lowerLevel]
  · ext i j
    fin_cases i <;> fin_cases j <;>
      simp [selfEnergyDefect, compress, sigmaX, lowerLevel, pow_two]

end

end TruncatedGauge
```

The same pair shows that norm preservation at a single nonzero $s$ need not imply commutation: $Pe^{is\sigma_x}P=\cos(s)\,P$ preserves norms at $s=\pi$. This cosine formula and the examples with a missing hypothesis are worked out in the text alone.

```lean
#print axioms TruncatedGauge.selfEnergyDefect_posSemidef
-- 'TruncatedGauge.selfEnergyDefect_posSemidef' depends on axioms: [propext, Classical.choice, Quot.sound]
#print axioms TruncatedGauge.gauge_consistency
-- 'TruncatedGauge.gauge_consistency' depends on axioms: [propext, Classical.choice, Quot.sound]
```
